# The squared projections of a complete orthonormal orbital set onto the span of k orthonormal reference orbitals lie in [0, 1] and sum to k

## Orbitals, overlap and projections

Take n real basis functions with overlap matrix S. The columns of A (n by k) hold the coefficients of k reference orbitals, and the columns b_j of B hold those of the new orbitals. Orthonormality is meant in the metric S:

AᵀSA = 1, BᵀSB = 1.

The overlaps between the two sets, and the projection of new orbital j on the reference space, taken here as the squared length of the projected orbital, are

O = AᵀSB, p_j = Σ_i O_ij².

Here i runs over reference orbitals and j over new ones. The set B is complete when it has n columns.

## Choosing occupied orbitals in an SCF iteration

In an SCF calculation with real orbitals in a finite basis, p_j can serve as the score in a maximum-overlap selection. After the Fock matrix has been diagonalised, the code takes the occupied orbitals of an earlier iteration, or of the initial guess, as A and all new eigenvectors as B. It forms O with two matrix products, sums the squares in each column, and occupies the k orbitals with the largest p_j instead of the k lowest in energy. In an unrestricted calculation this is done for each spin separately. For orthonormal A and complete orthonormal B, the sum of all p_j is k. This gives a cheap but partial check on the input: reference orbitals that are normalised but not orthogonal also pass it.

## The statement in words

The main theorem, `maximum_overlap_projections`, assumes AᵀSA = 1 and BᵀSB = 1 with B square. It concludes that

- every p_j lies in [0, 1];
- the p_j sum to k;
- replacing A by AU, with U orthogonal, changes no p_j.

The last point means that the scores do not depend on which orthonormal orbitals represent the occupied space.

In Lean, `n` and `k` are finite index types, `Fintype.card k` is the number of reference orbitals, and `Set.Icc (0 : ℝ) 1` is the closed interval. Positive definiteness of S is not assumed here, because it follows from BᵀSB = 1 for square B. The bounds and span criteria for single orbitals and selected sets allow an incomplete B, indexed by `m`. They take `S.PosDef`, which includes symmetry, as a hypothesis and need only normalised new orbitals. Physically, positive definiteness of S says that the basis functions are linearly independent.

Complex orbitals are not treated, nor is the sum rule for a rectangular B, such as arises when near-linear dependencies are removed from the basis. The theorems do not address SCF convergence or ties between scores.

## Bounds from the residual

The projection is a diagonal element:

p_j = (OᵀO)_jj.

Let R = B − AO be the part of the new orbitals left after their components along A are removed. Since S is symmetric, Oᵀ = BᵀSA, and

RᵀSR = BᵀSB − BᵀSAO − OᵀAᵀSB + OᵀAᵀSAO

= BᵀSB − OᵀO − OᵀO + OᵀO

= BᵀSB − OᵀO.

For a normalised orbital j with residual r_j, the diagonal element reads

r_jᵀ S r_j = 1 − p_j.

Since S is positive definite, the left side is non-negative, so p_j ≤ 1; as a sum of squares, p_j ≥ 0.

If p_j = 1, then r_j = 0 and b_j is a combination of the columns of A. Conversely, if b_j = Ac, column j of O is AᵀSAc = c, so r_j = b_j − Ac = 0 and p_j = 1. A selected set therefore has a total score equal to its number of orbitals exactly when all of them lie in the span of A.

## The sum rule and rotations

For square B, BᵀSB = 1 says that C = BᵀS is a left inverse of B, hence also a right inverse:

BC = BBᵀS = 1.

Transposing gives CᵀBᵀ = 1, so S = CᵀBᵀS = CᵀC. Thus S is symmetric, and xᵀSx = |Cx|² is positive for x ≠ 0, because x = BCx rules out Cx = 0. Completeness now gives

OOᵀ = AᵀS BBᵀS A = AᵀSA = 1,

Σ_j p_j = tr(OᵀO) = tr(OOᵀ) = k.

Under A → AU, O becomes UᵀO, and

(UᵀO)ᵀ(UᵀO) = OᵀUUᵀO = OᵀO.

## Reference orbitals that are not orthogonal

Take two orthonormal basis functions, so that S = 1, and let them be the new orbitals, B = 1. The reference orbitals with coefficients (1, 0) and (3/5, 4/5) are normalised but overlap by 3/5. Then p_1 = 1 + 9/25 = 34/25, above the bound, and p_2 = 16/25. The sum is still 2, the number of reference orbitals. In practice, orbitals carried over from another geometry are generally not orthonormal in the current S, and should be orthonormalised before they are used as A.

## The Lean file

```lean
import Mathlib

open Matrix

namespace MaximumOverlap

noncomputable section

variable {n k m : Type*} [Fintype n] [Fintype k]

/-- The overlap matrix `O = Aᵀ S B` between reference orbitals `A` and new orbitals `B`,
in a basis with overlap matrix `S`. -/
def overlap (S : Matrix n n ℝ) (A : Matrix n k ℝ) (B : Matrix n m ℝ) : Matrix k m ℝ :=
  Aᵀ * S * B

/-- The projection `p_j = ∑ i, O_ij ^ 2` of the new orbital `j` on the reference orbitals. -/
def projection (S : Matrix n n ℝ) (A : Matrix n k ℝ) (B : Matrix n m ℝ) (j : m) : ℝ :=
  ∑ i, overlap S A B i j ^ 2

/-- The residual `B - A O`: the new orbitals minus their components along the reference
orbitals. -/
def residual (S : Matrix n n ℝ) (A : Matrix n k ℝ) (B : Matrix n m ℝ) : Matrix n m ℝ :=
  B - A * overlap S A B

/-- The orbital `b` is a linear combination of the columns of `A`. -/
def InSpan (A : Matrix n k ℝ) (b : n → ℝ) : Prop := ∃ c : k → ℝ, A *ᵥ c = b

/-- The projection `p_j` is the diagonal element `j` of `Oᵀ O`. -/
theorem projection_eq_diag (S : Matrix n n ℝ) (A : Matrix n k ℝ) (B : Matrix n m ℝ) (j : m) :
    projection S A B j = ((overlap S A B)ᵀ * overlap S A B) j j := by
  simp only [projection, Matrix.mul_apply, transpose_apply, sq]

/-- For symmetric `S`, orthonormal reference orbitals and a normalised new orbital `j`, `1 - p_j`
equals `rᵀ S r`, where `r` is the residual of that orbital. -/
theorem one_sub_projection [DecidableEq k] {S : Matrix n n ℝ} {A : Matrix n k ℝ}
    {B : Matrix n m ℝ} {j : m} (hS : Sᵀ = S) (hA : Aᵀ * S * A = 1)
    (hb : (Bᵀ * S * B) j j = 1) :
    1 - projection S A B j =
      (fun i => residual S A B i j) ⬝ᵥ S *ᵥ (fun i => residual S A B i j) := by
  have hO : (overlap S A B)ᵀ = Bᵀ * S * A := by
    simp only [overlap, transpose_mul, transpose_transpose, hS, Matrix.mul_assoc]
  -- the three terms that contain the overlap matrix all equal `Oᵀ O`
  have h1 : Bᵀ * S * (A * overlap S A B) = (overlap S A B)ᵀ * overlap S A B := by
    rw [hO, Matrix.mul_assoc (Bᵀ * S)]
  have h2 : (overlap S A B)ᵀ * Aᵀ * S * B = (overlap S A B)ᵀ * overlap S A B := by
    simp only [overlap, Matrix.mul_assoc]
  have h3 : (overlap S A B)ᵀ * Aᵀ * S * (A * overlap S A B)
      = (overlap S A B)ᵀ * overlap S A B := by
    calc _ = (overlap S A B)ᵀ * (Aᵀ * S * A) * overlap S A B := by
          simp only [Matrix.mul_assoc]
      _ = _ := by rw [hA, Matrix.mul_one]
  have hG : (residual S A B)ᵀ * S * residual S A B
      = Bᵀ * S * B - (overlap S A B)ᵀ * overlap S A B := by
    rw [residual, transpose_sub, transpose_mul]
    simp only [Matrix.sub_mul, Matrix.mul_sub, h1, h2, h3]
    abel
  have hq : (fun i => residual S A B i j) ⬝ᵥ S *ᵥ (fun i => residual S A B i j)
      = ((residual S A B)ᵀ * S * residual S A B) j j := by
    rw [Matrix.mul_assoc]
    simp only [Matrix.mul_apply, transpose_apply, mulVec, dotProduct]
  rw [hq, hG, Matrix.sub_apply, hb, projection_eq_diag]

/-- For positive definite `S` and orthonormal reference orbitals, the projection of a
normalised orbital lies between 0 and 1. -/
theorem projection_mem_Icc [DecidableEq k] {S : Matrix n n ℝ} {A : Matrix n k ℝ}
    {B : Matrix n m ℝ} {j : m} (hS : S.PosDef) (hA : Aᵀ * S * A = 1)
    (hb : (Bᵀ * S * B) j j = 1) : projection S A B j ∈ Set.Icc (0 : ℝ) 1 := by
  have hsym : Sᵀ = S := (conjTranspose_eq_transpose_of_trivial S).symm.trans hS.isHermitian.eq
  have h := one_sub_projection hsym hA hb
  have hp := hS.posSemidef.dotProduct_mulVec_nonneg (fun i => residual S A B i j)
  rw [star_trivial] at hp
  exact ⟨Finset.sum_nonneg fun i _ => sq_nonneg _, by linarith⟩

/-- For positive definite `S` and orthonormal reference orbitals, a normalised orbital has
projection 1 exactly when it lies in the span of the reference orbitals. -/
theorem projection_eq_one_iff [DecidableEq k] {S : Matrix n n ℝ} {A : Matrix n k ℝ}
    {B : Matrix n m ℝ} {j : m} (hS : S.PosDef) (hA : Aᵀ * S * A = 1)
    (hb : (Bᵀ * S * B) j j = 1) :
    projection S A B j = 1 ↔ InSpan A (fun i => B i j) := by
  have hsym : Sᵀ = S := (conjTranspose_eq_transpose_of_trivial S).symm.trans hS.isHermitian.eq
  have h := one_sub_projection hsym hA hb
  have hres : ∀ i, residual S A B i j = B i j - (A *ᵥ fun a => overlap S A B a j) i :=
    fun i => rfl
  constructor
  · intro hp
    -- a residual of zero norm vanishes
    have hr : (fun i => residual S A B i j) = 0 := by
      by_contra hne
      have hpos := hS.dotProduct_mulVec_pos hne
      rw [star_trivial] at hpos
      linarith
    refine ⟨fun a => overlap S A B a j, funext fun i => ?_⟩
    have h0 : residual S A B i j = 0 := congrFun hr i
    rw [hres] at h0
    show (A *ᵥ fun a => overlap S A B a j) i = B i j
    linarith
  · rintro ⟨c, hc⟩
    -- the overlaps recover the expansion coefficients
    have hO : (fun a => overlap S A B a j) = c := by
      calc (fun a => overlap S A B a j) = (Aᵀ * S) *ᵥ (fun i => B i j) := rfl
        _ = c := by rw [← hc, mulVec_mulVec, hA, one_mulVec]
    have hr : (fun i => residual S A B i j) = 0 := by
      funext i
      show residual S A B i j = 0
      rw [hres, hO, hc]
      exact sub_self _
    rw [hr, zero_dotProduct] at h
    linarith

/-- For positive definite `S` and orthonormal reference orbitals, the summed projection of a
set of normalised orbitals equals their number exactly when all of them lie in the
span of the reference orbitals. -/
theorem selection_score_eq_card_iff [DecidableEq k] {S : Matrix n n ℝ} {A : Matrix n k ℝ}
    {B : Matrix n m ℝ} {s : Finset m} (hS : S.PosDef) (hA : Aᵀ * S * A = 1)
    (hb : ∀ j ∈ s, (Bᵀ * S * B) j j = 1) :
    ∑ j ∈ s, projection S A B j = s.card ↔ ∀ j ∈ s, InSpan A (fun i => B i j) := by
  have h : (∑ j ∈ s, projection S A B j = ∑ _j ∈ s, (1 : ℝ)) ↔
      ∀ j ∈ s, projection S A B j = 1 :=
    Finset.sum_eq_sum_iff_of_le fun j hj => (projection_mem_Icc hS hA (hb j hj)).2
  rw [Finset.sum_const, nsmul_eq_mul, mul_one] at h
  rw [h]
  exact forall₂_congr fun j hj => projection_eq_one_iff hS hA (hb j hj)

/-- If a square matrix `B` satisfies `Bᵀ S B = 1`, then `S` is symmetric positive definite. -/
theorem metric_posDef [DecidableEq n] {S B : Matrix n n ℝ} (hB : Bᵀ * S * B = 1) :
    S.PosDef := by
  -- `S = Cᵀ C` with `C` the inverse of `B`
  obtain ⟨C, hBC, hSC⟩ : ∃ C : Matrix n n ℝ, B * C = 1 ∧ S = Cᵀ * C := by
    have hBC : B * (Bᵀ * S) = 1 := mul_eq_one_comm.mp hB
    have hT : (Bᵀ * S)ᵀ * Bᵀ = 1 := by rw [← transpose_mul, hBC, transpose_one]
    exact ⟨Bᵀ * S, hBC, by rw [← Matrix.mul_assoc, hT, Matrix.one_mul]⟩
  refine posDef_iff_dotProduct_mulVec.mpr ⟨?_, fun x hx => ?_⟩
  · rw [hSC, Matrix.IsHermitian, conjTranspose_eq_transpose_of_trivial, transpose_mul,
      transpose_transpose]
  · have hne : C *ᵥ x ≠ 0 := by
      intro h
      apply hx
      calc x = B *ᵥ (C *ᵥ x) := by rw [mulVec_mulVec, hBC, one_mulVec]
        _ = 0 := by rw [h, mulVec_zero]
    obtain ⟨i, hi⟩ := Function.ne_iff.mp hne
    rw [star_trivial, hSC, ← mulVec_mulVec, dotProduct_mulVec, vecMul_transpose]
    show 0 < ∑ j, (C *ᵥ x) j * (C *ᵥ x) j
    exact Finset.sum_pos' (fun j _ => mul_self_nonneg _)
      ⟨i, Finset.mem_univ i, mul_self_pos.mpr hi⟩

/-- For orthonormal reference orbitals and a complete orthonormal set of new orbitals, the
projections sum to the number of reference orbitals. -/
theorem sum_projection [DecidableEq n] [DecidableEq k] {S B : Matrix n n ℝ}
    {A : Matrix n k ℝ} (hA : Aᵀ * S * A = 1) (hB : Bᵀ * S * B = 1) :
    ∑ j, projection S A B j = Fintype.card k := by
  have hsym : Sᵀ = S := (conjTranspose_eq_transpose_of_trivial S).symm.trans
    (metric_posDef hB).isHermitian.eq
  have hBC : B * (Bᵀ * S) = 1 := mul_eq_one_comm.mp hB
  -- completeness of `B` makes the rows of `O` orthonormal
  have hOO : overlap S A B * (overlap S A B)ᵀ = 1 := by
    calc _ = Aᵀ * S * (B * (Bᵀ * S)) * A := by
          simp only [overlap, transpose_mul, transpose_transpose, hsym, Matrix.mul_assoc]
      _ = 1 := by rw [hBC, Matrix.mul_one, hA]
  calc ∑ j, projection S A B j = trace ((overlap S A B)ᵀ * overlap S A B) :=
        Finset.sum_congr rfl fun j _ => projection_eq_diag S A B j
    _ = trace (overlap S A B * (overlap S A B)ᵀ) := trace_mul_comm _ _
    _ = Fintype.card k := by rw [hOO, trace_one]

/-- An orthogonal rotation of the reference orbitals among themselves leaves every
projection unchanged. -/
theorem projection_rotate [DecidableEq k] (S : Matrix n n ℝ) (A : Matrix n k ℝ)
    (B : Matrix n m ℝ) {U : Matrix k k ℝ} (hU : U * Uᵀ = 1) (j : m) :
    projection S (A * U) B j = projection S A B j := by
  have h : overlap S (A * U) B = Uᵀ * overlap S A B := by
    simp only [overlap, transpose_mul, Matrix.mul_assoc]
  rw [projection_eq_diag, projection_eq_diag, h, transpose_mul, transpose_transpose,
    Matrix.mul_assoc, ← Matrix.mul_assoc U, hU, Matrix.one_mul]

/-- For orthonormal reference orbitals and a complete orthonormal set of new orbitals, the
projections lie in `[0, 1]`, sum to the number of reference orbitals, and are unchanged by
orthogonal rotations of the reference orbitals. -/
theorem maximum_overlap_projections [DecidableEq n] [DecidableEq k] {S B : Matrix n n ℝ}
    {A : Matrix n k ℝ} (hA : Aᵀ * S * A = 1) (hB : Bᵀ * S * B = 1) :
    (∀ j, projection S A B j ∈ Set.Icc (0 : ℝ) 1) ∧
    ∑ j, projection S A B j = Fintype.card k ∧
    ∀ U : Matrix k k ℝ, U * Uᵀ = 1 → ∀ j, projection S (A * U) B j = projection S A B j :=
  ⟨fun j => projection_mem_Icc (metric_posDef hB) hA (by rw [hB, Matrix.one_apply_eq]),
    sum_projection hA hB, fun _ hU j => projection_rotate S A B hU j⟩

/-- In a basis of two overlapping functions, one explicit reference orbital is normalised, two
explicit new orbitals are orthonormal to each other, and the projections of the new orbitals on the
reference orbital are 9/25 and 16/25. -/
theorem maximum_overlap_witness :
    let S : Matrix (Fin 2) (Fin 2) ℝ := !![1, 1; 1, 2]
    let A : Matrix (Fin 2) (Fin 1) ℝ := !![-1/5; 4/5]
    let B : Matrix (Fin 2) (Fin 2) ℝ := !![1, -1; 0, 1]
    Aᵀ * S * A = 1 ∧ Bᵀ * S * B = 1 ∧
      projection S A B 0 = 9/25 ∧ projection S A B 1 = 16/25 := by
  intro S A B
  refine ⟨?_, ?_, ?_, ?_⟩
  · ext i j
    fin_cases i
    fin_cases j
    norm_num [S, A, Matrix.mul_apply, Fin.sum_univ_succ]
  · ext i j
    fin_cases i <;> fin_cases j <;>
      norm_num [S, B, Matrix.mul_apply, Fin.sum_univ_succ]
  · norm_num [projection, overlap, S, A, B, Matrix.mul_apply, Fin.sum_univ_succ]
  · norm_num [projection, overlap, S, A, B, Matrix.mul_apply, Fin.sum_univ_succ]

end

end MaximumOverlap
```

```lean
#print axioms MaximumOverlap.selection_score_eq_card_iff
#print axioms MaximumOverlap.sum_projection
#print axioms MaximumOverlap.maximum_overlap_projections
```

```
'MaximumOverlap.selection_score_eq_card_iff' depends on axioms: [propext, Classical.choice, Quot.sound]
'MaximumOverlap.sum_projection' depends on axioms: [propext, Classical.choice, Quot.sound]
'MaximumOverlap.maximum_overlap_projections' depends on axioms: [propext, Classical.choice, Quot.sound]
```

## From the matrix identities to the Lean proof

`one_sub_projection` carries the residual calculation. Its steps `h1`, `h2` and `h3` reduce the three terms containing O to OᵀO, `hG` collects them, and `hq` identifies the squared norm of one residual with a diagonal element.

`projection_mem_Icc` adds the non-negativity of that norm. `projection_eq_one_iff` uses strict positivity in one direction and recovers the coefficients c in the other. `selection_score_eq_card_iff` then applies the fact that terms bounded by 1 sum to their number only if each equals 1.

In `metric_posDef` and `sum_projection`, `mul_eq_one_comm` turns the left inverse into a right inverse; `trace_mul_comm` exchanges the two factors under the trace. `projection_rotate` needs only UUᵀ = 1, with no condition on S, A or B. The main theorem combines `projection_mem_Icc`, `metric_posDef`, `sum_projection` and `projection_rotate`.

`maximum_overlap_witness` checks a numerical case by `norm_num`. Its second basis function has squared norm 2; after normalisation, the two functions overlap by 1/√2. With Lean's numbering from zero, p_0 = 9/25 and p_1 = 16/25, which sum to 1, the number of reference orbitals.
